# Edge values on a connected graph come from a state function exactly when every closed walk sums to zero

Let d(u,v) be real values on the edges of a connected graph of states. The sum of d along every closed walk vanishes if and only if d(u,v) = F(v) − F(u) on every edge for some function F of the states, and F is then unique up to an additive constant.

In relative free-energy calculations, this is the condition for a network of computed differences to assign one free energy to each state, up to a common constant, with the differences taken as fixed real numbers without statistical noise. Closure does not show that the values are right: an error of the form g(v) − g(u) on every edge leaves all closed sums unchanged.

## States, routes and edge values

The states form a type `V`, which may be infinite. Allowed transformations are the edges of a `SimpleGraph`, so no edge joins a state to itself and two states share at most one edge. Two protocols run in the same direction between the same end states can be told apart only through intermediate states.

The function `d` is defined on all ordered pairs, but only its values on edges matter. It stands for a computed estimate of the free-energy change from the first state to the second, with all states at the same temperature. The exact changes are differences of a state function and always close; estimates need not. Antisymmetry is not built in.

```lean
import Mathlib

open SimpleGraph

namespace ThermodynamicCycles

noncomputable section

variable {V : Type*} {G : SimpleGraph V} {d : V → V → ℝ}
```

A route is a walk x₀, x₁, …, xₙ in which consecutive states are adjacent and repetitions are allowed. Its total change is

S(p) = Σᵢ d(xᵢ, xᵢ₊₁), i = 0, …, n − 1,

with S(p) = 0 for the walk without steps. In Lean, S is `walkSum`, and the directed steps are the walk's `darts`.

```lean
/-- The total change along a route: the sum of the edge values `d` over its directed steps. -/
def walkSum (d : V → V → ℝ) {u v : V} (p : G.Walk u v) : ℝ :=
  (p.darts.map (fun e => d e.fst e.snd)).sum
```

A state function reproduces d on every edge, as final value minus initial value.

```lean
/-- `F` is a state function for `d` if every edge value is the difference of `F` between
the final and the initial state of the edge. -/
def IsStateFunction (G : SimpleGraph V) (d : V → V → ℝ) (F : V → ℝ) : Prop :=
  ∀ u v, G.Adj u v → d u v = F v - F u
```

## (a) Adding a first step

Let p run from v to w, and let u be adjacent to v. Show that the walk "u→v, then p" has the total change

S(u→v, then p) = d(u,v) + S(p).

The steps of the longer walk are u→v followed by those of p, so its sum has the one extra term d(u,v). Unfolding the definition is the whole proof.

```lean
/-- A first step contributes its edge value to the total change along a route. -/
theorem walkSum_cons {u v w : V} (h : G.Adj u v) (p : G.Walk v w) :
    walkSum d (Walk.cons h p) = d u v + walkSum d p := by
  simp [walkSum]
```

## (b) Joining two routes

Let p run from u to v and q from v to w. Show that

S(p, then q) = S(p) + S(q).

The steps of the joined walk are those of p followed by those of q, and the sum splits at v. `Walk.darts_append` supplies this splitting of the list.

```lean
/-- The changes along two consecutive routes add up. -/
theorem walkSum_append {u v w : V} (p : G.Walk u v) (q : G.Walk v w) :
    walkSum d (p.append q) = walkSum d p + walkSum d q := by
  simp [walkSum, Walk.darts_append]
```

## (c) Telescoping along a route

Suppose that F is a state function for d. Show that every walk p from u to v satisfies

S(p) = F(v) − F(u).

Each term is F(xᵢ₊₁) − F(xᵢ), so the intermediate values cancel and F(xₙ) − F(x₀) remains. Lean does this by induction on the walk: a first step from u to x contributes F(x) − F(u), the rest contributes F(v) − F(x), and `ring` cancels F(x).

```lean
/-- If `F` is a state function for `d`, the change along any route is the difference of `F`
between its end and its start. -/
theorem walkSum_eq_sub {F : V → ℝ} (hF : IsStateFunction G d F) {u v : V}
    (p : G.Walk u v) : walkSum d p = F v - F u := by
  induction p with
  | nil => simp [walkSum]
  | cons h p ih =>
    rw [walkSum_cons, ih, hF _ _ h]
    ring
```

## (d) Two routes with the same ends

Suppose that all closed walks sum to zero, and let p and q both run from u to v. Show that

S(p) = S(q).

Let r be q traversed backwards. Then "p, then r" and "q, then r" are both closed, and by (b)

S(p) + S(r) = 0 and S(q) + S(r) = 0.

Subtracting gives the claim. The value of S(r) is never needed, so antisymmetry is not used. `linarith` does the subtraction.

```lean
/-- If the sum along every closed walk vanishes, two routes between the same states give the
same change. -/
theorem path_independence (h : ∀ (u : V) (p : G.Walk u u), walkSum d p = 0)
    {u v : V} (p q : G.Walk u v) : walkSum d p = walkSum d q := by
  -- close both routes with the same return route
  have h1 := h u (p.append q.reverse)
  have h2 := h u (q.append q.reverse)
  rw [walkSum_append] at h1 h2
  linarith
```

## (e) The freedom in the state function

Let the graph be connected and F a state function for d. Show that F′ is also a state function for d if and only if there is a constant c with

F′(v) = F(v) + c for all v.

Fix a reference state o and take a walk from o to v. By (c), its sum is both F(v) − F(o) and F′(v) − F′(o), hence

F′(v) = F(v) + (F′(o) − F(o)),

and c = F′(o) − F(o). Conversely, a constant shift cancels in every difference. The two bullets in the code are these two directions.

```lean
/-- On a connected graph, the state functions for `d` are exactly the shifts of any one of them
by a constant. -/
theorem stateFunction_unique (hG : G.Connected) {F : V → ℝ} (hF : IsStateFunction G d F)
    (F' : V → ℝ) : IsStateFunction G d F' ↔ ∃ c : ℝ, ∀ v, F' v = F v + c := by
  constructor
  · intro hF'
    obtain ⟨o⟩ := hG.nonempty
    refine ⟨F' o - F o, fun v => ?_⟩
    obtain ⟨p⟩ := hG.preconnected o v
    have h1 := walkSum_eq_sub hF p
    have h2 := walkSum_eq_sub hF' p
    linarith
  · rintro ⟨c, hc⟩ u v huv
    rw [hF u v huv, hc u, hc v]
    ring
```

## (f) Closure and the state function

Let the graph be connected. Show that

S(p) = 0 for every closed walk p ⇔ d has a state function F,

and that the state functions for d are then exactly the shifts F + c.

Assume closure. Fix a state o, choose for each v a walk w(v) from o to v, and set F(v) = S(w(v)). If u and v are adjacent, then w(v) and "w(u), then u→v" have the same ends, so by (d), (b) and (a)

F(v) = F(u) + d(u,v).

Thus F is a state function, and (e) gives its shifts. Conversely, if F exists, (c) gives S(p) = F(u) − F(u) = 0 for a closed walk at u.

The theorem does not assume antisymmetry, because closure already implies it: the walk u→v→u gives d(u,v) + d(v,u) = 0. In the code, `h1` compares the two routes to v, and `hF` records that the constructed function reproduces d.

```lean
/-- On a connected graph of states, the sum of `d` along every closed walk vanishes if and only
if `d` has a state function, and this function is unique up to an additive constant. -/
theorem cycle_closure_iff_stateFunction (hG : G.Connected) :
    (∀ (u : V) (p : G.Walk u u), walkSum d p = 0) ↔
      ∃ F : V → ℝ, IsStateFunction G d F ∧
        ∀ F' : V → ℝ, IsStateFunction G d F' ↔ ∃ c : ℝ, ∀ v, F' v = F v + c := by
  constructor
  · intro h
    obtain ⟨o⟩ := hG.nonempty
    have hw : ∀ v, Nonempty (G.Walk o v) := fun v => hG.preconnected o v
    -- the state function is the change along a route from the reference state
    have hF : IsStateFunction G d (fun v => walkSum d (hw v).some) := by
      intro u v huv
      have h1 := path_independence h (hw v).some
        ((hw u).some.append (Walk.cons huv Walk.nil))
      have h0 : walkSum d (Walk.nil : G.Walk v v) = 0 := by simp [walkSum]
      rw [walkSum_append, walkSum_cons, h0] at h1
      change d u v = walkSum d (hw v).some - walkSum d (hw u).some
      linarith
    exact ⟨_, hF, stateFunction_unique hG hF⟩
  · rintro ⟨F, hF, _⟩ u p
    rw [walkSum_eq_sub hF p]
    ring
```

### What `(hw v).some` selects

The construction of F turns on this expression. Connectedness gives `Nonempty (G.Walk o v)`, a proposition saying that a walk exists without naming one. In (e) that was enough, since only a statement about one v at a time had to be proved. Here F is defined through one particular walk for each v, which `.some` selects by the axiom of choice.

Nothing is known about the selected walk except its ends. The walk to v need not extend the walk to a neighbour u, and the walk from o to itself may wander before it returns. `path_independence` makes the selection harmless.

## (g) One step and a direct return

From here to (i), assume d(v,u) = −d(u,v) on edges. This stands for one value per transformation, with its sign reversed when the transformation is run backwards; separate forward and backward estimates need not satisfy it.

Suppose also that d sums to zero around every simple cycle, meaning a closed walk of at least three steps that repeats no state except its start. Let u and v be adjacent, and let q run from v to u without repeating a state. Show that

d(u,v) + S(q) = 0.

If q does not use the edge between u and v, then "u→v, then q" is a simple cycle and its sum vanishes. If q does use that edge, it must do so in its first step, because q never returns to v. That step reaches u, where q must end, so the sum is d(u,v) + d(v,u) = 0. `by_cases` separates the two situations.

```lean
/-- Let `d` be antisymmetric on edges and sum to zero around every simple cycle. Then a step
from `u` to `v` followed by a route back that repeats no state gives no net change. -/
theorem step_and_return (hd : ∀ u v, G.Adj u v → d v u = -d u v)
    (hc : ∀ (u : V) (p : G.Walk u u), p.IsCycle → walkSum d p = 0)
    {u v : V} (h : G.Adj u v) (q : G.Walk v u) (hq : q.IsPath) :
    d u v + walkSum d q = 0 := by
  by_cases he : s(u, v) ∈ q.edges
  · -- the return route uses the same edge, so it consists of that edge alone
    cases q with
    | nil => exact absurd rfl h.ne
    | cons h' r =>
      rw [Walk.cons_isPath_iff] at hq
      rw [Walk.edges_cons, List.mem_cons] at he
      rcases he with he | he
      · rcases Sym2.eq_iff.mp he with ⟨h1, _⟩ | ⟨h1, _⟩
        · exact absurd h1 h.ne
        · subst h1
          have hr : r = Walk.nil := by simpa using hq.1
          rw [hr]
          simp [walkSum, hd _ _ h]
      · exact absurd (r.snd_mem_support_of_mem_edges he) hq.2
  · -- otherwise step and return form a simple cycle
    have h1 := hc u (Walk.cons h q) ((Walk.cons_isCycle_iff q h).mpr ⟨hq, he⟩)
    rwa [walkSum_cons] at h1
```

## (h) Checking simple cycles only

With d antisymmetric on edges, show that

S(p) = 0 for every simple cycle p ⇔ S(p) = 0 for every closed walk p.

Only the forward direction needs work. We show by induction that every walk has the same sum as some path, a walk without repeated states, between the same ends. Let the walk be a→b followed by p, and let q be a path with the ends and the sum of p.

If a is not on q, put the step a→b in front of q. If a is on q, split q there into q₁ from b to a and q₂ onwards. By (g),

d(a,b) + S(q₁) + S(q₂) = S(q₂),

so q₂ is the required path. A closed walk therefore has the sum of a path from u to u, which has no steps, and that sum is zero. This induction is `key` in the code.

```lean
/-- For edge values antisymmetric on edges, the sums around all simple cycles vanish if and only
if the sums along all closed walks vanish. -/
theorem simple_cycles_suffice (hd : ∀ u v, G.Adj u v → d v u = -d u v) :
    (∀ (u : V) (p : G.Walk u u), p.IsCycle → walkSum d p = 0) ↔
      ∀ (u : V) (p : G.Walk u u), walkSum d p = 0 := by
  refine ⟨fun hc => ?_, fun h u p _ => h u p⟩
  -- loop erasure: every walk has the same sum as some path with the same ends
  have key : ∀ (u v : V) (p : G.Walk u v),
      ∃ q : G.Walk u v, q.IsPath ∧ walkSum d q = walkSum d p := by
    intro u v p
    induction p with
    | nil => exact ⟨Walk.nil, Walk.IsPath.nil, rfl⟩
    | @cons a b c h p ih =>
      obtain ⟨q, hq, hs⟩ := ih
      by_cases ha : a ∈ q.support
      · obtain ⟨q₁, q₂, rfl⟩ := Walk.mem_support_iff_exists_append.mp ha
        have h1 := step_and_return hd hc h q₁ hq.of_append_left
        refine ⟨q₂, hq.of_append_right, ?_⟩
        rw [walkSum_append] at hs
        rw [walkSum_cons]
        linarith
      · exact ⟨Walk.cons h q, (Walk.cons_isPath_iff h q).mpr ⟨hq, ha⟩, by
          rw [walkSum_cons, walkSum_cons, hs]⟩
  intro u p
  obtain ⟨q, hq, hs⟩ := key u u p
  have hn : q = Walk.nil := by simpa using hq
  rw [← hs, hn]
  simp [walkSum]
```

## (i) Networks without cycles

Let the graph be connected and without simple cycles, and d antisymmetric on edges. Show that there is a function F, unique up to a constant, with

d(u,v) = F(v) − F(u) on every edge.

There is no simple cycle to check, so (h) gives closure for all closed walks and (f) gives F. With one value per transformation, a tree-shaped network of calculations therefore offers no closure test. Separate forward and backward values could still be compared on each edge.

```lean
/-- On a connected graph without cycles, any edge values antisymmetric on edges have a state
function, unique up to an additive constant. -/
theorem tree_has_stateFunction (hG : G.Connected) (hT : G.IsAcyclic)
    (hd : ∀ u v, G.Adj u v → d v u = -d u v) :
    ∃ F : V → ℝ, IsStateFunction G d F ∧
      ∀ F' : V → ℝ, IsStateFunction G d F' ↔ ∃ c : ℝ, ∀ v, F' v = F v + c :=
  (cycle_closure_iff_stateFunction hG).mp
    ((simple_cycles_suffice hd).mp fun _ p hp => absurd hp (hT p))
```

## (j) The double difference of relative solvation

Suppose that all closed walks sum to zero, and that A–B, A′–B′, A–A′ and B–B′ are edges. Show that

d(A,B) − d(A′,B′) = d(A,A′) − d(B,B′).

The routes A→B→B′ and A→A′→B′ have the same ends, so by (d)

d(A,B) + d(B,B′) = d(A,A′) + d(A′,B′),

and rearranging gives the claim. Let A and B be two small solutes in the gas phase, and let the primes mark the same solutes in a solvent. The exact free-energy changes close, so the difference of the two solvation free energies follows from two alchemical transformations, one in each phase, and neither solvation step has to be computed. With only these two values computed, closure is used but not tested.

```lean
/-- If all closed walks sum to zero and `A B`, `A' B'`, `A A'` and `B B'` are edges, the change from
`A` to `B` minus that from `A'` to `B'` equals the change from `A` to `A'` minus that from `B` to
`B'`. -/
theorem double_difference (h : ∀ (u : V) (p : G.Walk u u), walkSum d p = 0)
    {A B A' B' : V} (hAB : G.Adj A B) (hAB' : G.Adj A' B')
    (hA : G.Adj A A') (hB : G.Adj B B') :
    d A B - d A' B' = d A A' - d B B' := by
  -- compare the two routes from A to B'
  have h1 := path_independence h (Walk.cons hAB (Walk.cons hB Walk.nil))
    (Walk.cons hA (Walk.cons hAB' Walk.nil))
  simp only [walkSum_cons] at h1
  linarith

end

end ThermodynamicCycles
```

```lean
#print axioms ThermodynamicCycles.cycle_closure_iff_stateFunction
#print axioms ThermodynamicCycles.tree_has_stateFunction
#print axioms ThermodynamicCycles.double_difference
```

```
'ThermodynamicCycles.cycle_closure_iff_stateFunction' depends on axioms: [propext, Classical.choice, Quot.sound]
'ThermodynamicCycles.tree_has_stateFunction' depends on axioms: [propext, Classical.choice, Quot.sound]
'ThermodynamicCycles.double_difference' depends on axioms: [propext, Classical.choice, Quot.sound]
```
